# One BFGS update of τI moves at most two eigenvalues

## A geometry optimisation after its first step

A molecule is being relaxed towards a minimum of its energy surface. At the start no second derivatives are known, so the optimiser takes τI as its approximate Hessian: the same force constant τ in every direction. It makes a step s and finds that the gradient has changed by y. The BFGS formula then builds a new approximate Hessian B' from s and y. The eigenvalues of B' are the force constants that the next quasi-Newton step will use. How many of them differ from τ, and what are they?

For a single update from an exact multiple of the identity, the answer is explicit: at most two eigenvalues change, and both follow from τ and three scalar products. This gives the force constants, though not the directions they belong to, in the approximate Hessian of a BFGS relaxation after one step from such a start.

## The characteristic polynomial

Let n ≥ 2 be the number of coordinates, and let τ ≠ 0 and yᵀs ≠ 0. Write

r = yᵀy / yᵀs

ρ = yᵀs / sᵀs

Here ρ is the second derivative of the energy along the step direction, averaged over the step. The characteristic polynomial det(XI − B') is

(X − τ)^(n−2) · (X² − (τ + r) X + τρ)

So τ keeps at least n − 2 of the n eigenvalues, and the other two are the roots of the quadratic. For τ > 0 the new matrix is positive definite exactly when yᵀs > 0; the result needs only that yᵀs is nonzero.

## From the update formula to the quadratic

**The updated matrix.** For a symmetric matrix B, the BFGS formula is

B' = B − B s sᵀ B / sᵀBs + y yᵀ / yᵀs

For B = τI we have Bs = τs and sᵀBs = τ sᵀs. Since yᵀs ≠ 0, s is not zero and sᵀs ≠ 0. Hence

B' = τI − τ s sᵀ / sᵀs + y yᵀ / yᵀs

A vector orthogonal to both s and y is only multiplied by τ.

**A determinant with two dyads.** For vectors u, v, p, q, let U be the n×2 matrix with columns u, v, and V the 2×n matrix with rows p, q. Then I + u pᵀ + v qᵀ = I + UV. The block matrix with rows (I, −U) and (V, I) has determinant det(I + UV) if the lower right block is eliminated, and det(I + VU) if the upper left one is. The second of these is two-by-two, so

det(I + u pᵀ + v qᵀ) = (1 + pᵀu)(1 + qᵀv) − (pᵀv)(qᵀu)

**The polynomial.** Take a real x ≠ τ and put d = x − τ. Then

xI − B' = d · [I + (τ / (d sᵀs)) s sᵀ − (1 / (d yᵀs)) y yᵀ]

The factor d contributes dⁿ to the determinant. With p = s, q = y, u = τs / (d sᵀs) and v = −y / (d yᵀs), the scalar products are

pᵀu = τ/d, qᵀv = −r/d, pᵀv = −1/d, qᵀu = τρ/d

Therefore

det(xI − B') = dⁿ · [(1 + τ/d)(1 − r/d) + τρ/d²]

= d^(n−2) · [(d + τ)(d − r) + τρ]

= (x − τ)^(n−2) · [x² − (τ + r)x + τρ]

The two sides are polynomials in x that agree at infinitely many points, so they are equal, also at x = τ.

**Real roots.** The discriminant of the quadratic can be rearranged:

(τ + r)² − 4τρ = (τ + r − 2ρ)² + 4(rρ − ρ²)

rρ − ρ² = (yᵀy · sᵀs − (yᵀs)²) / (sᵀs)²

The last expression is nonnegative by the Cauchy–Schwarz inequality. Both roots are therefore real:

μ± = [τ + r ± √((τ + r)² − 4τρ)] / 2

**When fewer than two eigenvalues move.** At X = τ the quadratic has the value

τ(ρ − r) = τ [(yᵀs)² − yᵀy · sᵀs] / (yᵀs · sᵀs)

This vanishes exactly when (yᵀs)² = yᵀy · sᵀs, that is, when y is parallel to s. If y = cs, the roots are τ and c, so one eigenvalue moves, or none if c = τ. Otherwise exactly two move. For n = 2 this means that τ disappears from the spectrum unless y and s are parallel.

## The statement in Lean

Vectors are functions `Fin n → ℝ`, lists of n real coordinates; for N atoms in Cartesian coordinates, n = 3N. The symbol `⬝ᵥ` is the scalar product, `*ᵥ` and `ᵥ*` apply a matrix to a column and a row, and `vecMulVec y y` is the dyad y yᵀ.

`IsBFGSUpdate B s y B'` is the update formula multiplied by both denominators, yᵀs and sᵀBs. The matrix approximates the Hessian, not its inverse. In the definition `B` is the old matrix and `B'` the new one, but in the theorems about τI the letter `B` stands for the new matrix.

The condition τ ≠ 0 matters here: at τ = 0 both sides of the cleared relation vanish, so every matrix would count as an update.

`charpoly_update` is the polynomial identity, with `C` turning a real number into a constant polynomial. `pairSum`, `pairProduct` and `discriminant` name τ + r, τρ and (τ + r)² − 4τρ. `eigenvalue_eq_of_ne` says that an eigenvalue μ ≠ τ with a real nonzero eigenvector is μ₊ or μ₋. `multiplicity_gt_iff` gives the equality condition for τ to have algebraic multiplicity above n − 2; its reading as parallel vectors is added in the text above.

The vectors s and y are arbitrary apart from yᵀs ≠ 0. That y is the gradient change of some energy surface is not assumed, and nothing is said about how close B' is to the true Hessian. Later updates start from a matrix that is generally no longer a multiple of the identity, so they need a separate analysis.

```lean
import Mathlib

open Polynomial Matrix

namespace BFGSOneStepSpectrum

noncomputable section

variable {n : ℕ}

/-- `B'` is a BFGS update of `B` for the step `s` and gradient change `y`: the update formula
holds after multiplication by both of its denominators, `yᵀs` and `sᵀBs`. -/
def IsBFGSUpdate (B : Matrix (Fin n) (Fin n) ℝ) (s y : Fin n → ℝ)
    (B' : Matrix (Fin n) (Fin n) ℝ) : Prop :=
  ((y ⬝ᵥ s) * (s ⬝ᵥ (B *ᵥ s))) • (B' - B) =
    (s ⬝ᵥ (B *ᵥ s)) • vecMulVec y y - (y ⬝ᵥ s) • vecMulVec (B *ᵥ s) (s ᵥ* B)

/-- The sum `τ + yᵀy/yᵀs` of the two roots of the quadratic factor, for `yᵀs ≠ 0`. -/
def pairSum (τ : ℝ) (s y : Fin n → ℝ) : ℝ := τ + (y ⬝ᵥ y) / (y ⬝ᵥ s)

/-- The product `τ yᵀs/sᵀs` of the two roots of the quadratic factor, for `yᵀs ≠ 0`. -/
def pairProduct (τ : ℝ) (s y : Fin n → ℝ) : ℝ := τ * (y ⬝ᵥ s) / (s ⬝ᵥ s)

/-- The discriminant of the quadratic factor, for `yᵀs ≠ 0`. -/
def discriminant (τ : ℝ) (s y : Fin n → ℝ) : ℝ := pairSum τ s y ^ 2 - 4 * pairProduct τ s y

/-- When `sᵀBs` and `yᵀs` are nonzero, the BFGS update is given by the textbook formula
`B - B s sᵀ B / sᵀBs + y yᵀ / yᵀs`. -/
theorem isBFGSUpdate_iff {B B' : Matrix (Fin n) (Fin n) ℝ} {s y : Fin n → ℝ}
    (hB : s ⬝ᵥ (B *ᵥ s) ≠ 0) (hys : y ⬝ᵥ s ≠ 0) :
    IsBFGSUpdate B s y B' ↔
      B' = B - (s ⬝ᵥ (B *ᵥ s))⁻¹ • vecMulVec (B *ᵥ s) (s ᵥ* B)
        + (y ⬝ᵥ s)⁻¹ • vecMulVec y y := by
  unfold IsBFGSUpdate
  generalize s ⬝ᵥ (B *ᵥ s) = a at *
  generalize y ⬝ᵥ s = c at *
  have ha := mul_inv_cancel₀ hB
  have hc := mul_inv_cancel₀ hys
  constructor
  · intro h
    ext i j
    have hij := congrFun (congrFun h i) j
    simp only [Matrix.add_apply, Matrix.sub_apply, Matrix.smul_apply, vecMulVec_apply,
      smul_eq_mul] at hij ⊢
    apply mul_left_cancel₀ (mul_ne_zero hys hB)
    linear_combination hij + c * ((B *ᵥ s) i * (s ᵥ* B) j) * ha - a * (y i * y j) * hc
  · intro h
    rw [h]
    ext i j
    simp only [Matrix.add_apply, Matrix.sub_apply, Matrix.smul_apply, vecMulVec_apply,
      smul_eq_mul]
    linear_combination a * (y i * y j) * hc - c * ((B *ᵥ s) i * (s ᵥ* B) j) * ha

/-- A numerical BFGS update in two dimensions, with `τ = 2`, `s = (1, 0)` and `y = (1, 1)`. -/
theorem isBFGSUpdate_witness :
    IsBFGSUpdate ((2 : ℝ) • (1 : Matrix (Fin 2) (Fin 2) ℝ)) ![1, 0] ![1, 1] !![1, 1; 1, 3] ∧
      (![1, 1] : Fin 2 → ℝ) ⬝ᵥ ![1, 0] ≠ 0 := by
  constructor
  · have hm : ∀ (τ : ℝ) (s : Fin 2 → ℝ),
        (τ • (1 : Matrix (Fin 2) (Fin 2) ℝ)) *ᵥ s = τ • s := by
      intro τ s
      ext i
      simp [Matrix.mulVec, dotProduct, Matrix.smul_apply, Matrix.one_apply]
    have hv : ∀ (τ : ℝ) (s : Fin 2 → ℝ),
        s ᵥ* (τ • (1 : Matrix (Fin 2) (Fin 2) ℝ)) = τ • s := by
      intro τ s
      ext i
      simp [Matrix.vecMul, dotProduct, Matrix.smul_apply, Matrix.one_apply, mul_comm]
    unfold IsBFGSUpdate
    rw [hm, hv]
    ext i j
    simp only [Matrix.sub_apply, Matrix.smul_apply, vecMulVec_apply, Pi.smul_apply,
      smul_eq_mul, Matrix.one_apply, dotProduct, Fin.sum_univ_two]
    fin_cases i <;> fin_cases j <;> norm_num
  · norm_num [dotProduct, Fin.sum_univ_two]

/-- The determinant of the identity plus two dyads `u pᵀ + v qᵀ` is a two-by-two determinant
of scalar products. -/
theorem det_one_add_two_dyads (u v p q : Fin n → ℝ) :
    (1 + vecMulVec u p + vecMulVec v q).det =
      (1 + p ⬝ᵥ u) * (1 + q ⬝ᵥ v) - (p ⬝ᵥ v) * (q ⬝ᵥ u) := by
  let U : Matrix (Fin n) (Fin 2) ℝ := Matrix.of fun i k => ![u i, v i] k
  let V : Matrix (Fin 2) (Fin n) ℝ := Matrix.of ![p, q]
  have h : 1 + vecMulVec u p + vecMulVec v q = 1 + U * V := by
    ext i j
    simp [U, V, Matrix.mul_apply, Fin.sum_univ_two, vecMulVec_apply, add_assoc]
  -- exchange the factors: the determinant becomes two-by-two
  have e00 : (V * U) 0 0 = p ⬝ᵥ u := rfl
  have e01 : (V * U) 0 1 = p ⬝ᵥ v := rfl
  have e10 : (V * U) 1 0 = q ⬝ᵥ u := rfl
  have e11 : (V * U) 1 1 = q ⬝ᵥ v := rfl
  rw [h, Matrix.det_one_add_mul_comm, Matrix.det_fin_two]
  simp only [Matrix.add_apply, e00, e01, e10, e11]
  simp

lemma step_sq_ne_zero {s y : Fin n → ℝ} (hys : y ⬝ᵥ s ≠ 0) : s ⬝ᵥ s ≠ 0 := by
  intro h
  apply hys
  rw [dotProduct_self_eq_zero.1 h, dotProduct_zero]

/-- For `τ ≠ 0` and `yᵀs ≠ 0`, the BFGS update of `τ I` is `τ I - τ s sᵀ/sᵀs + y yᵀ/yᵀs`. -/
theorem update_of_scalar {τ : ℝ} {s y : Fin n → ℝ} {B : Matrix (Fin n) (Fin n) ℝ}
    (hτ : τ ≠ 0) (hys : y ⬝ᵥ s ≠ 0) (h : IsBFGSUpdate (τ • 1) s y B) :
    B = τ • 1 - (τ / (s ⬝ᵥ s)) • vecMulVec s s + (y ⬝ᵥ s)⁻¹ • vecMulVec y y := by
  have hss := step_sq_ne_zero hys
  have hm : (τ • (1 : Matrix (Fin n) (Fin n) ℝ)) *ᵥ s = τ • s := by
    ext i
    simp [Matrix.mulVec, dotProduct, Matrix.smul_apply, Matrix.one_apply]
  have hv : s ᵥ* (τ • (1 : Matrix (Fin n) (Fin n) ℝ)) = τ • s := by
    ext i
    simp [Matrix.vecMul, dotProduct, Matrix.smul_apply, Matrix.one_apply, mul_comm]
  have hq : s ⬝ᵥ ((τ • (1 : Matrix (Fin n) (Fin n) ℝ)) *ᵥ s) = τ * (s ⬝ᵥ s) := by
    rw [hm, dotProduct_smul, smul_eq_mul]
  have h' := (isBFGSUpdate_iff (by rw [hq]; exact mul_ne_zero hτ hss) hys).1 h
  rw [h', hq, hm, hv]
  ext i j
  simp only [Matrix.add_apply, Matrix.sub_apply, Matrix.smul_apply, vecMulVec_apply,
    Pi.smul_apply, smul_eq_mul]
  have e : (τ * (s ⬝ᵥ s))⁻¹ * (τ * s i * (τ * s j)) = τ / (s ⬝ᵥ s) * (s i * s j) := by
    field_simp
  rw [e]

/-- In dimension `n ≥ 2`, with `τ ≠ 0` and `yᵀs ≠ 0`, the characteristic polynomial of the BFGS
update of `τ I` is `(X - τ)^(n-2)` times an explicit quadratic. -/
theorem charpoly_update {τ : ℝ} {s y : Fin n → ℝ} {B : Matrix (Fin n) (Fin n) ℝ}
    (hn : 2 ≤ n) (hτ : τ ≠ 0) (hys : y ⬝ᵥ s ≠ 0) (h : IsBFGSUpdate (τ • 1) s y B) :
    B.charpoly = (X - C τ) ^ (n - 2) *
      (X ^ 2 - C (τ + (y ⬝ᵥ y) / (y ⬝ᵥ s)) * X + C (τ * (y ⬝ᵥ s) / (s ⬝ᵥ s))) := by
  have hss := step_sq_ne_zero hys
  have hB := update_of_scalar hτ hys h
  -- it suffices to compare values at all `x ≠ τ`
  apply Polynomial.eq_of_infinite_eval_eq
  refine (Set.finite_singleton τ).infinite_compl.mono fun x hx => ?_
  have hxτ : x ≠ τ := by simpa using hx
  have hd : x - τ ≠ 0 := sub_ne_zero.2 hxτ
  have hM : Matrix.scalar (Fin n) x - B = (x - τ) •
      (1 + vecMulVec ((τ / (s ⬝ᵥ s) / (x - τ)) • s) s
        + vecMulVec ((-((y ⬝ᵥ s)⁻¹ / (x - τ))) • y) y) := by
    rw [hB]
    ext i j
    simp only [Matrix.scalar_apply, Matrix.add_apply, Matrix.sub_apply, Matrix.smul_apply,
      vecMulVec_apply, Pi.smul_apply, smul_eq_mul, Matrix.diagonal_apply, Matrix.one_apply]
    split_ifs <;> field_simp <;> ring
  have hpow : (x - τ) ^ n = (x - τ) ^ (n - 2) * (x - τ) ^ 2 := by
    rw [← pow_add, Nat.sub_add_cancel hn]
  change eval x _ = eval x _
  rw [Matrix.eval_charpoly, hM, Matrix.det_smul, Fintype.card_fin, det_one_add_two_dyads, hpow]
  simp only [dotProduct_smul, smul_eq_mul, dotProduct_comm s y, eval_mul, eval_pow, eval_sub,
    eval_add, eval_X, eval_C]
  rw [mul_assoc]
  congr 1
  field_simp
  ring

/-- For `yᵀs ≠ 0` the discriminant of the quadratic factor is nonnegative. -/
theorem discriminant_nonneg (τ : ℝ) {s y : Fin n → ℝ} (hys : y ⬝ᵥ s ≠ 0) :
    0 ≤ discriminant τ s y := by
  have hss := step_sq_ne_zero hys
  have hcs : (y ⬝ᵥ s) ^ 2 ≤ (y ⬝ᵥ y) * (s ⬝ᵥ s) := by
    simpa only [dotProduct, sq] using Finset.sum_mul_sq_le_sq_mul_sq Finset.univ y s
  -- a square plus the Cauchy-Schwarz defect
  have e : discriminant τ s y =
      (τ + (y ⬝ᵥ y) / (y ⬝ᵥ s) - 2 * ((y ⬝ᵥ s) / (s ⬝ᵥ s))) ^ 2
        + 4 * (((y ⬝ᵥ y) * (s ⬝ᵥ s) - (y ⬝ᵥ s) ^ 2) / (s ⬝ᵥ s) ^ 2) := by
    unfold discriminant pairSum pairProduct
    field_simp
    ring
  rw [e]
  have := div_nonneg (sub_nonneg.2 hcs) (sq_nonneg (s ⬝ᵥ s))
  positivity

/-- In dimension `n ≥ 2`, with `τ ≠ 0` and `yᵀs ≠ 0`, every eigenvalue of the BFGS update of
`τ I` other than `τ` is one of the two roots given by the quadratic formula. -/
theorem eigenvalue_eq_of_ne {τ μ : ℝ} {s y v : Fin n → ℝ} {B : Matrix (Fin n) (Fin n) ℝ}
    (hn : 2 ≤ n) (hτ : τ ≠ 0) (hys : y ⬝ᵥ s ≠ 0) (h : IsBFGSUpdate (τ • 1) s y B)
    (hv : v ≠ 0) (hμ : B *ᵥ v = μ • v) (hne : μ ≠ τ) :
    μ = (pairSum τ s y + √(discriminant τ s y)) / 2 ∨
      μ = (pairSum τ s y - √(discriminant τ s y)) / 2 := by
  have hdet : (Matrix.scalar (Fin n) μ - B).det = 0 := by
    refine Matrix.exists_mulVec_eq_zero_iff.1 ⟨v, hv, ?_⟩
    rw [Matrix.sub_mulVec, hμ]
    ext i
    simp [Matrix.scalar_apply]
  rw [← Matrix.eval_charpoly, charpoly_update hn hτ hys h] at hdet
  simp only [eval_mul, eval_pow, eval_sub, eval_add, eval_X, eval_C] at hdet
  have hq := (mul_eq_zero.1 hdet).resolve_left (pow_ne_zero _ (sub_ne_zero.2 hne))
  have hr := Real.sq_sqrt (discriminant_nonneg τ hys)
  have hD : discriminant τ s y = pairSum τ s y ^ 2 - 4 * pairProduct τ s y := rfl
  change μ ^ 2 - pairSum τ s y * μ + pairProduct τ s y = 0 at hq
  -- the quadratic splits into two linear factors
  have hf : (μ - (pairSum τ s y + √(discriminant τ s y)) / 2) *
      (μ - (pairSum τ s y - √(discriminant τ s y)) / 2) = 0 := by
    linear_combination hq - hr / 4 - hD / 4
  exact (mul_eq_zero.1 hf).imp sub_eq_zero.1 sub_eq_zero.1

/-- In dimension `n ≥ 2`, with `τ ≠ 0` and `yᵀs ≠ 0`, the algebraic multiplicity of `τ` in the
BFGS update of `τ I` exceeds `n - 2` exactly when `(yᵀs)² = (yᵀy)(sᵀs)`. -/
theorem multiplicity_gt_iff {τ : ℝ} {s y : Fin n → ℝ} {B : Matrix (Fin n) (Fin n) ℝ}
    (hn : 2 ≤ n) (hτ : τ ≠ 0) (hys : y ⬝ᵥ s ≠ 0) (h : IsBFGSUpdate (τ • 1) s y B) :
    n - 2 < B.charpoly.rootMultiplicity τ ↔ (y ⬝ᵥ s) ^ 2 = (y ⬝ᵥ y) * (s ⬝ᵥ s) := by
  have hss := step_sq_ne_zero hys
  change n - 2 + 1 ≤ _ ↔ _
  rw [Polynomial.le_rootMultiplicity_iff B.charpoly_monic.ne_zero,
    charpoly_update hn hτ hys h, pow_succ,
    mul_dvd_mul_iff_left (pow_ne_zero _ (X_sub_C_ne_zero τ)), dvd_iff_isRoot, IsRoot.def]
  simp only [eval_mul, eval_pow, eval_sub, eval_add, eval_X, eval_C]
  -- the value of the quadratic at `τ` is the Cauchy-Schwarz defect up to a nonzero factor
  have e : τ ^ 2 - (τ + (y ⬝ᵥ y) / (y ⬝ᵥ s)) * τ + τ * (y ⬝ᵥ s) / (s ⬝ᵥ s) =
      τ / ((y ⬝ᵥ s) * (s ⬝ᵥ s)) * ((y ⬝ᵥ s) ^ 2 - (y ⬝ᵥ y) * (s ⬝ᵥ s)) := by
    field_simp
    ring
  rw [e, mul_eq_zero, or_iff_right (div_ne_zero hτ (mul_ne_zero hys hss)), sub_eq_zero]

end

end BFGSOneStepSpectrum
```

```lean
#print axioms BFGSOneStepSpectrum.eigenvalue_eq_of_ne
#print axioms BFGSOneStepSpectrum.multiplicity_gt_iff
```

```
'BFGSOneStepSpectrum.eigenvalue_eq_of_ne' depends on axioms: [propext, Classical.choice, Quot.sound]
'BFGSOneStepSpectrum.multiplicity_gt_iff' depends on axioms: [propext, Classical.choice, Quot.sound]
```

## How the Lean proof is built

`isBFGSUpdate_iff` recovers the quotient formula when both denominators are nonzero. It compares matrix entries, and `linear_combination` clears or restores the denominators, using that each of them times its inverse is 1. `isBFGSUpdate_witness` checks a concrete case: τ = 2, s = (1, 0) and y = (1, 1) give the matrix with rows (1, 1) and (1, 3). Its quadratic is X² − 4X + 2, with roots 2 ± √2.

`det_one_add_two_dyads` introduces the matrices `U` and `V` of the derivation. The exchange of factors is `Matrix.det_one_add_mul_comm`, and `Matrix.det_fin_two` expands the small determinant.

`step_sq_ne_zero` derives sᵀs ≠ 0 from yᵀs ≠ 0. With it, `update_of_scalar` computes Bs, sᵀB and sᵀBs for τI and puts them into the quotient formula.

In `charpoly_update`, `Polynomial.eq_of_infinite_eval_eq` reduces the identity to infinitely many values of x, here all x ≠ τ. The equation `hM` takes the factor x − τ out of xI − B', and `Matrix.det_smul` turns it into the n-th power. The hypothesis n ≥ 2 lets `hpow` split off (x − τ)². After `congr 1` has set aside the common power, `field_simp` and `ring` verify the remaining quadratic.

`discriminant_nonneg` proves the rearrangement into a square and a Cauchy–Schwarz term, then takes the inequality from Mathlib. This result does not need τ ≠ 0.

For `eigenvalue_eq_of_ne`, the eigenvector shows that μI − B' is singular, so the characteristic polynomial vanishes at μ. Since μ ≠ τ, the power of μ − τ is nonzero and the quadratic must vanish. The nonnegative discriminant lets its square root be squared back, which splits the quadratic into two linear factors, one of them zero.

`multiplicity_gt_iff` restates the multiplicity condition as divisibility by (X − τ)^(n−1). Cancelling (X − τ)^(n−2) leaves the question whether X − τ divides the quadratic, which holds exactly when τ is a root. The equation `e` is the value at τ computed above, and its prefactor is nonzero, so only the Cauchy–Schwarz equality remains.
